# Iterating w = a + h²/(w − b): for a < b, starts below b reach the lower root; for a = b and h ≠ 0, almost all starts alternate

**Q:** A single excitation of energy a mixes with a double excitation of energy b. Adiabatic TDDFT gives me one line where there should be two. A frequency-dependent kernel restores the second through the dressed equation

w = a + h²/(w − b).

I solve it by inserting a guess on the right and repeating. Which line do I get, and does your formal version describe that procedure?

**A:** It describes exactly that update, for real numbers a, b and h.

```lean
import Mathlib

open Filter Topology

namespace DressedIteration

noncomputable section

/-- One self-consistency step for the dressed equation `w = a + h² / (w - b)`, with single
excitation `a`, double excitation `b` and coupling `h`. It models the update only for `w ≠ b`; at
`w = b` Lean's division by zero gives the value `a`. -/
def dressedStep (a b h w : ℝ) : ℝ := a + h ^ 2 / (w - b)
```

Here h stands for the Hamiltonian matrix element between the single and the double. All three numbers are given constants, not derived from a kernel. The n-th iterate wₙ is written `(dressedStep a b h)^[n] w₀`.

**Q:** And the two lines?

**A:** They are the roots L and U of (w − a)(w − b) = h², which are also the eigenvalues of the 2×2 matrix with diagonal a, b and off-diagonal h:

L, U = (a + b ∓ √((a − b)² + 4h²))/2.

```lean
/-- The lower root of the quadratic `(w - a) (w - b) = h²`. -/
def lowerRoot (a b h : ℝ) : ℝ := (a + b - Real.sqrt ((a - b) ^ 2 + 4 * h ^ 2)) / 2

/-- The upper root of the quadratic `(w - a) (w - b) = h²`. -/
def upperRoot (a b h : ℝ) : ℝ := (a + b + Real.sqrt ((a - b) ^ 2 + 4 * h ^ 2)) / 2
```

Adding and multiplying gives

L + U = a + b,
(L − b)(U − b) = ((a − b)² − (a − b)² − 4h²)/4 = −h².

```lean
/-- The two roots add up to `a + b`, and their signed distances from the pole `b` multiply to `-h²`.
-/
theorem roots_sum_prod (a b h : ℝ) :
    lowerRoot a b h + upperRoot a b h = a + b ∧
      (lowerRoot a b h - b) * (upperRoot a b h - b) = -h ^ 2 := by
  have hs : Real.sqrt ((a - b) ^ 2 + 4 * h ^ 2) ^ 2 = (a - b) ^ 2 + 4 * h ^ 2 :=
    Real.sq_sqrt (by positivity)
  unfold lowerRoot upperRoot
  constructor
  · ring
  · linear_combination (-1 / 4) * hs
```

Since the square root is at least |a − b|, a < b implies L < b ≤ U.

```lean
/-- If the single excitation lies below the double, the pole `b` separates the two roots:
the lower root is below `b` and the upper root is not. -/
theorem pole_between_roots {a b : ℝ} (h : ℝ) (hab : a < b) :
    lowerRoot a b h < b ∧ b ≤ upperRoot a b h := by
  have h1 : |a - b| ≤ Real.sqrt ((a - b) ^ 2 + 4 * h ^ 2) :=
    Real.abs_le_sqrt (by nlinarith [sq_nonneg h])
  have h2 := neg_abs_le (a - b)
  have h3 := Real.sqrt_nonneg ((a - b) ^ 2 + 4 * h ^ 2)
  unfold lowerRoot upperRoot
  constructor <;> linarith
```

**Q:** How does one update change my error?

**A:** Call the update f. Using a − L = U − b and h² = −(L − b)(U − b),

f(w) − L = (U − b) − (L − b)(U − b)/(w − b) = (U − b)(w − L)/(w − b).

Exchanging L and U gives the other law. In Lean, `eq_div_iff` clears the denominator and `linear_combination` inserts the sum and product.

```lean
/-- Exact error law: one step from `w ≠ b` multiplies the signed distance to each root by the signed
distance of the other root from the pole, divided by `w - b`. -/
theorem step_error (a b h : ℝ) {w : ℝ} (hw : w ≠ b) :
    dressedStep a b h w - lowerRoot a b h
        = (upperRoot a b h - b) * (w - lowerRoot a b h) / (w - b) ∧
      dressedStep a b h w - upperRoot a b h
        = (lowerRoot a b h - b) * (w - upperRoot a b h) / (w - b) := by
  obtain ⟨S, P⟩ := roots_sum_prod a b h
  have hw' : w - b ≠ 0 := sub_ne_zero.2 hw
  have e : h ^ 2 / (w - b) * (w - b) = h ^ 2 := div_mul_cancel₀ _ hw'
  unfold dressedStep
  constructor
  · rw [eq_div_iff hw']
    linear_combination e + P - (w - b) * S
  · rw [eq_div_iff hw']
    linear_combination e + P - (w - b) * S
```

**Q:** Are both roots really solutions of the dressed equation, or only of the quadratic?

**A:** Both are solutions if h ≠ 0: the product −h² is then nonzero, so neither root sits at b, and setting w = L or w = U makes the error vanish. If h = 0, one root is b itself, where the dressed equation is undefined.

```lean
/-- For nonzero coupling both roots solve the dressed equation, so each is a fixed point of
the iteration. -/
theorem roots_fixed (a b : ℝ) {h : ℝ} (hh : h ≠ 0) :
    dressedStep a b h (lowerRoot a b h) = lowerRoot a b h ∧
      dressedStep a b h (upperRoot a b h) = upperRoot a b h := by
  have P := (roots_sum_prod a b h).2
  have hne : (lowerRoot a b h - b) * (upperRoot a b h - b) ≠ 0 := by
    rw [P]
    exact neg_ne_zero.2 (pow_ne_zero 2 hh)
  have hL := (step_error a b h (sub_ne_zero.1 (left_ne_zero_of_mul hne))).1
  have hU := (step_error a b h (sub_ne_zero.1 (right_ne_zero_of_mul hne))).2
  rw [sub_self, mul_zero, zero_div] at hL hU
  exact ⟨sub_eq_zero.1 hL, sub_eq_zero.1 hU⟩
```

**Q:** Lean's division is total. Could an iterate hit the pole unnoticed?

**A:** Not for a < b and w₀ < b. If w < b, then h²/(w − b) ≤ 0, so f(w) ≤ a < b. Induction does the rest.

```lean
/-- If `a < b`, iterates started below the double excitation `b` stay below it. -/
theorem iterate_lt_pole {a b w₀ : ℝ} (h : ℝ) (hab : a < b) (hw : w₀ < b) (n : ℕ) :
    (dressedStep a b h)^[n] w₀ < b := by
  induction n with
  | zero => exact hw
  | succ n ih =>
    rw [Function.iterate_succ_apply']
    have h1 : h ^ 2 / ((dressedStep a b h)^[n] w₀ - b) ≤ 0 :=
      div_nonpos_of_nonneg_of_nonpos (sq_nonneg h) (by linarith)
    unfold dressedStep at h1 ⊢
    linarith
```

Now divide the two error laws. The common w − b cancels:

rₙ = (wₙ − L)/(wₙ − U), rₙ₊₁ = k rₙ, k = (U − b)/(L − b).

Hence rₙ = kⁿ r₀, again by induction.

```lean
/-- Closed form of the iteration for `a < b` and `w₀ < b`: the ratio of the signed distances to the
lower and upper roots is multiplied by the same constant at every step. -/
theorem iterate_ratio {a b w₀ : ℝ} (h : ℝ) (hab : a < b) (hw : w₀ < b) (n : ℕ) :
    ((dressedStep a b h)^[n] w₀ - lowerRoot a b h) /
        ((dressedStep a b h)^[n] w₀ - upperRoot a b h)
      = ((upperRoot a b h - b) / (lowerRoot a b h - b)) ^ n *
        ((w₀ - lowerRoot a b h) / (w₀ - upperRoot a b h)) := by
  induction n with
  | zero => simp
  | succ n ih =>
    have hx := (iterate_lt_pole h hab hw n).ne
    rw [Function.iterate_succ_apply', (step_error a b h hx).1, (step_error a b h hx).2,
      div_div_div_cancel_right₀ (sub_ne_zero.2 hx), mul_div_mul_comm, ih, pow_succ']
    exact (mul_assoc _ _ _).symm
```

**Q:** Why does that select the lower line?

**A:** Because (b − L) − (U − b) = b − a > 0, so |k| < 1 and rₙ → 0. Solving for the iterate,

wₙ = (L − rₙU)/(1 − rₙ) → L,

where rₙ ≠ 1 because L ≠ U. In the proof, `hk` is the bound on k, `hc` the continuity at r = 0, and uniqueness of limits excludes U.

```lean
/-- If the single excitation lies below the double, `a < b`, then from every start `w₀ < b` the
iterates converge to the lower root of the quadratic `(w - a) (w - b) = h²`, and not to the upper.
-/
theorem tendsto_lowerRoot {a b w₀ : ℝ} (h : ℝ) (hab : a < b) (hw : w₀ < b) :
    Tendsto (fun n => (dressedStep a b h)^[n] w₀) atTop (𝓝 (lowerRoot a b h)) ∧
      ¬ Tendsto (fun n => (dressedStep a b h)^[n] w₀) atTop (𝓝 (upperRoot a b h)) := by
  obtain ⟨hL, hU⟩ := pole_between_roots h hab
  have S := (roots_sum_prod a b h).1
  -- the constant factor has modulus below one
  have hk : |(upperRoot a b h - b) / (lowerRoot a b h - b)| < 1 := by
    rw [abs_div, abs_of_nonneg (sub_nonneg.2 hU), abs_of_neg (sub_neg.2 hL),
      div_lt_one (by linarith)]
    linarith
  obtain ⟨q, hq, hqn⟩ : ∃ q : ℕ → ℝ, Tendsto q atTop (𝓝 0) ∧
      ∀ n, ((dressedStep a b h)^[n] w₀ - lowerRoot a b h) /
        ((dressedStep a b h)^[n] w₀ - upperRoot a b h) = q n := by
    refine ⟨fun n => ((upperRoot a b h - b) / (lowerRoot a b h - b)) ^ n *
      ((w₀ - lowerRoot a b h) / (w₀ - upperRoot a b h)), ?_, iterate_ratio h hab hw⟩
    have ht := (tendsto_pow_atTop_nhds_zero_of_abs_lt_one hk).mul_const
      ((w₀ - lowerRoot a b h) / (w₀ - upperRoot a b h))
    rwa [zero_mul] at ht
  -- recover the iterate from the ratio, continuously at ratio zero
  have hc : Tendsto (fun r : ℝ => (lowerRoot a b h - r * upperRoot a b h) / (1 - r))
      (𝓝 0) (𝓝 (lowerRoot a b h)) := by
    have hcont : ContinuousAt
        (fun r : ℝ => (lowerRoot a b h - r * upperRoot a b h) / (1 - r)) 0 :=
      ContinuousAt.div (by fun_prop) (by fun_prop) (by norm_num)
    simpa only [zero_mul, sub_zero, div_one] using hcont.tendsto
  have ht : Tendsto (fun n => (dressedStep a b h)^[n] w₀) atTop (𝓝 (lowerRoot a b h)) := by
    refine (hc.comp hq).congr fun n => ?_
    have hx := iterate_lt_pole h hab hw n
    have e := (div_eq_iff (by linarith)).1 (hqn n)
    have h1 : 1 - q n ≠ 0 := by
      intro h0
      have : lowerRoot a b h - upperRoot a b h = 0 := by
        linear_combination ((dressedStep a b h)^[n] w₀ - upperRoot a b h) * h0 - e
      linarith
    change (lowerRoot a b h - q n * upperRoot a b h) / (1 - q n) = _
    rw [div_eq_iff h1]
    linear_combination -e
  refine ⟨ht, fun hu => ?_⟩
  have := tendsto_nhds_unique ht hu
  linarith
```

The natural guess w₀ = a is included. So for a < b in this model, with one single, one double and constant coupling, repeating this particular update from below the double misses the upper state, which diagonalising the 2×2 matrix supplies.

**Q:** What if the double lies below the single?

**A:** Reverse the sign of a, b and w. The update changes sign (`hn`), and the lower root of the reversed problem is −U (`hr`). Starts above b therefore converge to U.

```lean
/-- Mirror case: if the double excitation lies below the single, `b < a`, then from every
start `w₀ > b` the iterates converge to the upper root. -/
theorem tendsto_upperRoot {a b w₀ : ℝ} (h : ℝ) (hab : b < a) (hw : b < w₀) :
    Tendsto (fun n => (dressedStep a b h)^[n] w₀) atTop (𝓝 (upperRoot a b h)) := by
  -- reversing the sign of all energies exchanges the two roots
  have hn : ∀ n, (dressedStep (-a) (-b) h)^[n] (-w₀) = -(dressedStep a b h)^[n] w₀ := by
    intro n
    induction n with
    | zero => rfl
    | succ n ih =>
      rw [Function.iterate_succ_apply', Function.iterate_succ_apply', ih]
      generalize (dressedStep a b h)^[n] w₀ = x
      unfold dressedStep
      rw [show -x - -b = -(x - b) by ring, div_neg]
      ring
  have hr : lowerRoot (-a) (-b) h = -upperRoot a b h := by
    unfold lowerRoot upperRoot
    rw [show (-a - -b) ^ 2 = (a - b) ^ 2 by ring]
    ring
  have ht := (tendsto_lowerRoot h (neg_lt_neg hab) (neg_lt_neg hw)).1.neg
  simpa only [hn, hr, neg_neg] using ht
```

**Q:** And at resonance, where the mixing is strongest?

**A:** There the iteration generally fails. With a = b, h ≠ 0 and w ≠ b,

f(w) − b = h²/(w − b), so f(f(w)) = w.

The natural guess w₀ = a is now the pole itself, where the update is undefined. From any other start the iterates alternate between w₀ and b + h²/(w₀ − b). These coincide only if (w₀ − b)² = h², that is, if w₀ = b ± |h|, the roots themselves. `hinv` is the two-step identity and `heven` repeats it.

```lean
/-- At resonance `a = b` with nonzero coupling, from any start other than `b` and `b ± |h|`
the iterates alternate forever between two distinct values. -/
theorem resonant_alternation {b h w₀ : ℝ} (hh : h ≠ 0) (hb : w₀ ≠ b)
    (hl : w₀ ≠ b - |h|) (hu : w₀ ≠ b + |h|) :
    b + h ^ 2 / (w₀ - b) ≠ w₀ ∧
      ∀ n, (dressedStep b b h)^[2 * n] w₀ = w₀ ∧
        (dressedStep b b h)^[2 * n + 1] w₀ = b + h ^ 2 / (w₀ - b) := by
  have hw : w₀ - b ≠ 0 := sub_ne_zero.2 hb
  -- two steps undo each other
  have hinv : dressedStep b b h (dressedStep b b h w₀) = w₀ := by
    have h1 : h ^ 2 / (h ^ 2 / (w₀ - b)) = w₀ - b := by field_simp
    unfold dressedStep
    rw [add_sub_cancel_left, h1]
    ring
  have heven : ∀ n, (dressedStep b b h)^[2 * n] w₀ = w₀ := by
    intro n
    induction n with
    | zero => rfl
    | succ n ih =>
      rw [show 2 * (n + 1) = 2 * n + 1 + 1 by ring, Function.iterate_succ_apply',
        Function.iterate_succ_apply', ih, hinv]
  refine ⟨fun heq => ?_, fun n => ⟨heven n, ?_⟩⟩
  · have e := (div_eq_iff hw).1 (show h ^ 2 / (w₀ - b) = w₀ - b by linarith)
    have hp : (w₀ - b - |h|) * (w₀ - b + |h|) = 0 := by
      linear_combination -e - sq_abs h
    rcases mul_eq_zero.1 hp with h1 | h1
    · exact hu (by linarith)
    · exact hl (by linarith)
  · rw [Function.iterate_succ_apply', heven n]
    rfl

end

end DressedIteration
```

```lean
#print axioms DressedIteration.roots_fixed
#print axioms DressedIteration.tendsto_lowerRoot
#print axioms DressedIteration.tendsto_upperRoot
#print axioms DressedIteration.resonant_alternation
```

```
'DressedIteration.roots_fixed' depends on axioms: [propext, Classical.choice, Quot.sound]
'DressedIteration.tendsto_lowerRoot' depends on axioms: [propext, Classical.choice, Quot.sound]
'DressedIteration.tendsto_upperRoot' depends on axioms: [propext, Classical.choice, Quot.sound]
'DressedIteration.resonant_alternation' depends on axioms: [propext, Classical.choice, Quot.sound]
```

**Q:** For a < b, what about a start above b?

**A:** The convergence theorem is silent there. For h ≠ 0 such a start can hit the pole: w₀ = b + h²/(b − a) lands on b after one step, and the next update is undefined. One could let the update act on the real line with a point at infinity, sending b to infinity and infinity to a. For h ≠ 0 the ratio argument should then give convergence to L from every start except U, but I have not formalised that version. It would trade the condition w₀ < b for a less familiar space of energies.
